# Off particle–hole symmetry, the Luttinger count of a gapped Hubbard atom is wrong by half an electron per spin

Suppose you read the electron number of an isolated Hubbard atom off the sign of its zero-frequency Green function. In the Mott gap, away from particle–hole symmetry, you get 0 or 1 electron per spin, but at zero temperature, with spin up and spin down equally likely, the atom holds 1/2. The difference, plus or minus one half, is the Luttinger integral, which Luttinger's theorem takes to be zero.

Luttinger's theorem is usually stated for the volume enclosed by a Fermi surface. A single atom has no momentum, so the volume shrinks to a count of 0 or 1, and the failure shown here is the failure of that count. The atom is also the impurity problem of DMFT with no bath at all, so the value can check a single-orbital, zero-temperature solver run without a bath, provided the solver gives the two degenerate spin states equal weight.

## The atom and its two electron counts

```lean
import Mathlib

open MeasureTheory
open Complex (I)

namespace HubbardAtomLuttinger

noncomputable section
```

The file loads the Mathlib library and writes `I` for the imaginary unit.

```lean
/-- Green function of the Hubbard atom with repulsion `U` and chemical potential `a` measured from
the particle–hole symmetric point, when each spin is half occupied; its domain is
`(z + a)^2 ≠ U^2/4`. -/
def green (U a : ℝ) (z : ℂ) : ℂ := (z + a) / ((z + a) ^ 2 - (U : ℂ) ^ 2 / 4)
```

Let $U$ be the repulsion and $\mu$ the chemical potential. The number $a=\mu-U/2$ measures $\mu$ from the particle–hole symmetric point and absorbs the Hartree shift. The definition reads
$$G(z)=\frac{z+a}{(z+a)^2-U^2/4}.$$
This form is postulated, not derived from a Hamiltonian. It describes the atom when each spin is half occupied. At zero field, the limit of zero temperature gives this for $|a|<U/2$: the two singly occupied states, spin up and spin down, then have equal weight. The atom stays half filled for every such $a$, not only for $a=0$.

```lean
/-- Self-energy of the Hubbard atom without its Hartree part; its domain is `z + a ≠ 0`. -/
def selfEnergy (U a : ℝ) (z : ℂ) : ℂ := (U : ℂ) ^ 2 / (4 * (z + a))
```

The self-energy without its Hartree part is $S(z)=U^2/(4(z+a))$.

```lean
/-- The Luttinger integral `(1/2π) ∫ G(iw) S'(iw) dw` along the imaginary frequency axis. -/
def luttingerIntegral (U a : ℝ) : ℂ :=
  1 / (2 * (Real.pi : ℂ)) * ∫ w : ℝ, green U a (I * w) * deriv (selfEnergy U a) (I * w)
```

This is $\frac{1}{2\pi}\int G(iw)\,S'(iw)\,dw$ over all real $w$. Here `deriv` is the derivative with respect to the complex frequency $z$, evaluated at $z=iw$.

```lean
/-- Zero-temperature filling per spin, `1/2 + (1/2π) ∫ Re G(iw) dw`. -/
def filling (U a : ℝ) : ℝ := 1 / 2 + 1 / (2 * Real.pi) * ∫ w : ℝ, (green U a (I * w)).re
```

The filling per spin is $\frac12+\frac1{2\pi}\int\mathrm{Re}\,G(iw)\,dw$. The leading $\frac12$ is what the usual convergence factor $e^{iw0^+}$ contributes.

```lean
/-- Luttinger count per spin: one if the Green function at zero frequency is positive,
zero otherwise. -/
def luttingerCount (U a : ℝ) : ℝ := if 0 < (green U a 0).re then 1 else 0
```

The Luttinger count is 1 if $G(0)>0$ and 0 otherwise. For a non-interacting level at energy $-a$ relative to the chemical potential, $G(0)=1/a$ is positive exactly when the level is occupied.

## Simple-pole functions along the imaginary axis

```lean
/-- The simple-pole function `1/(z + s)` evaluated at `z = iw`; its domain is `s ≠ 0` or `w ≠ 0`. -/
def level (s w : ℝ) : ℂ := (I * w + s)⁻¹
```

Write $L_s(w)=1/(iw+s)$ for real $s$. Everything below is built from such poles.

```lean
/-- For `s ≠ 0` the denominator `iw + s` never vanishes. -/
lemma level_ne {s : ℝ} (hs : s ≠ 0) (w : ℝ) : I * (w : ℂ) + (s : ℂ) ≠ 0 := by
  intro h
  have h' := congrArg Complex.re h
  simp at h'
  exact hs h'
```

A `lemma` is a proved statement; `hs : s ≠ 0` is its hypothesis. If $iw+s$ were zero, its real part $s$ would be zero too.

```lean
/-- The squared modulus of `iw + s` is `s^2 + w^2`. -/
lemma normSq_level (s w : ℝ) : Complex.normSq (I * w + s) = s ^ 2 + w ^ 2 := by
  simp [Complex.normSq_apply]
  ring
```

This is $|iw+s|^2=s^2+w^2$.

```lean
/-- The real part of `1/(iw + s)` is `s/(s^2 + w^2)`, a Lorentzian in `w` if `s ≠ 0`. -/
lemma level_re (s w : ℝ) : (level s w).re = s / (s ^ 2 + w ^ 2) := by
  rw [level, Complex.inv_re, normSq_level]
  simp
```

The real part is $\mathrm{Re}\,L_s=s/(s^2+w^2)$, a Lorentzian if $s\neq0$.

```lean
/-- The imaginary part of a simple pole is `-w/(s^2 + w^2)`. -/
lemma level_im (s w : ℝ) : (level s w).im = -w / (s ^ 2 + w ^ 2) := by
  rw [level, Complex.inv_im, normSq_level]
  simp
```

The imaginary part, $-w/(s^2+w^2)$, is odd in $w$.

## From Dyson's equation to three poles

```lean
/-- Dyson's equation `G (z + a - S) = 1`, away from the poles of `S` and `G`. -/
theorem dyson (U a : ℝ) (z : ℂ) (hz : z + a ≠ 0) (hD : (z + a) ^ 2 - (U : ℂ) ^ 2 / 4 ≠ 0) :
    green U a z * (z + a - selfEnergy U a z) = 1 := by
  unfold green selfEnergy
  generalize z + (a : ℂ) = x at *
  generalize hd : x ^ 2 - (U : ℂ) ^ 2 / 4 = D at *
  have hu : (U : ℂ) ^ 2 = 4 * (x ^ 2 - D) := by linear_combination -4 * hd
  rw [hu]
  field
```

With $x=z+a$, we have $x-S=x-\frac{U^2}{4x}=\frac{x^2-U^2/4}{x}=\frac1G$. The hypotheses exclude the two vanishing denominators. The proof names $x$ and the denominator $D$, eliminates $U^2$, and lets `field` clear fractions.

```lean
/-- The frequency derivative of the self-energy, away from its pole. -/
lemma hasDerivAt_selfEnergy (U a : ℝ) (z : ℂ) (hz : z + a ≠ 0) :
    HasDerivAt (selfEnergy U a) (-(U : ℂ) ^ 2 / (4 * (z + a) ^ 2)) z := by
  have h : HasDerivAt (fun y : ℂ => 4 * (y + (a : ℂ))) 4 z :=
    (((hasDerivAt_id' z).add_const (a : ℂ)).const_mul 4).congr_deriv (by norm_num)
  have h4 : 4 * (z + (a : ℂ)) ≠ 0 := mul_ne_zero (by norm_num) hz
  refine ((hasDerivAt_const z ((U : ℂ) ^ 2)).fun_div h h4).congr_deriv ?_
  rw [div_eq_div_iff (pow_ne_zero 2 h4) (mul_ne_zero (by norm_num) (pow_ne_zero 2 hz))]
  ring
```

The quotient rule gives $S'(z)=-U^2/(4(z+a)^2)$.

```lean
/-- On the imaginary axis the Green function is the mean of the two Hubbard poles, provided
neither of them lies at zero frequency. -/
theorem green_eq {U a : ℝ} (h1 : a - U / 2 ≠ 0) (h2 : a + U / 2 ≠ 0) (w : ℝ) :
    green U a (I * w) = (level (a - U / 2) w + level (a + U / 2) w) / 2 := by
  have k1 := level_ne h1 w
  have k2 := level_ne h2 w
  have e : (I * w + (a : ℂ)) ^ 2 - (U : ℂ) ^ 2 / 4
      = (I * w + ((a - U / 2 : ℝ) : ℂ)) * (I * w + ((a + U / 2 : ℝ) : ℂ)) := by
    push_cast
    ring
  have e' : I * w + (a : ℂ)
      = ((I * w + ((a - U / 2 : ℝ) : ℂ)) + (I * w + ((a + U / 2 : ℝ) : ℂ))) / 2 := by
    push_cast
    ring
  unfold green level
  rw [e, e']
  generalize I * (w : ℂ) + ((a - U / 2 : ℝ) : ℂ) = p at *
  generalize I * (w : ℂ) + ((a + U / 2 : ℝ) : ℂ) = q at *
  field
```

Since $x^2-U^2/4=(x-U/2)(x+U/2)$, and $x$ is the mean of the two factors,
$$G(iw)=\tfrac12\left[L_{a-U/2}(w)+L_{a+U/2}(w)\right].$$
These are the upper and lower Hubbard levels, each with weight one half. The proof states the factorisation as `e` and the mean as `e'`.

```lean
/-- The Luttinger integrand is the pole of the self-energy minus the mean of the two Hubbard
poles, provided none of the three lies at zero frequency. -/
theorem integrand_eq {U a : ℝ} (ha : a ≠ 0) (h1 : a - U / 2 ≠ 0) (h2 : a + U / 2 ≠ 0) (w : ℝ) :
    green U a (I * w) * deriv (selfEnergy U a) (I * w)
      = level a w - (level (a - U / 2) w + level (a + U / 2) w) / 2 := by
  have hx := level_ne ha w
  have hD : (I * w + (a : ℂ)) ^ 2 - (U : ℂ) ^ 2 / 4 ≠ 0 := by
    intro h
    apply mul_ne_zero (level_ne h1 w) (level_ne h2 w)
    push_cast
    linear_combination h
  rw [(hasDerivAt_selfEnergy U a _ hx).deriv, ← green_eq h1 h2 w]
  unfold green level
  generalize I * (w : ℂ) + (a : ℂ) = x at *
  generalize hd : x ^ 2 - (U : ℂ) ^ 2 / 4 = D at *
  have hu : (U : ℂ) ^ 2 = 4 * (x ^ 2 - D) := by linear_combination -4 * hd
  rw [hu]
  field
```

Now put $x=iw+a$ and multiply:
$$G\,S'=-\frac{U^2/4}{x\,(x^2-U^2/4)}=\frac1x-\frac{x}{x^2-U^2/4}.$$
The integrand is therefore $L_a-\frac12(L_{a-U/2}+L_{a+U/2})$, the self-energy pole minus the Green function. The Lean proof inserts the derivative and repeats the algebra used for Dyson's equation.

## Lorentzians and convergence

```lean
/-- A Lorentzian `s/(s^2 + w^2)` with `s ≠ 0` is integrable with integral `π sign s`. -/
theorem lorentzian {s : ℝ} (hs : s ≠ 0) : Integrable (fun w : ℝ => s / (s ^ 2 + w ^ 2)) ∧
    ∫ w : ℝ, s / (s ^ 2 + w ^ 2) = Real.pi * Real.sign s := by
  have e : (fun w : ℝ => s / (s ^ 2 + w ^ 2)) = fun w => s⁻¹ * (1 + (w / s) ^ 2)⁻¹ := by
    funext w
    have h : s ^ 2 + w ^ 2 = s ^ 2 * (1 + (w / s) ^ 2) := by field
    have h' : s * (s ^ 2)⁻¹ = s⁻¹ := by field
    rw [h, div_eq_mul_inv, mul_inv, ← mul_assoc, h']
  rw [e]
  refine ⟨(integrable_inv_one_add_sq.comp_div hs).const_mul _, ?_⟩
  rw [integral_const_mul, Measure.integral_comp_div (fun x : ℝ => (1 + x ^ 2)⁻¹) s,
    integral_univ_inv_one_add_sq, smul_eq_mul]
  rcases lt_or_gt_of_ne hs with h | h
  · rw [abs_of_neg h, Real.sign_of_neg h]
    field
  · rw [abs_of_pos h, Real.sign_of_pos h]
    field
```

Substituting $v=w/s$ gives
$$\int\frac{s\,dw}{s^2+w^2}=\frac{|s|}{s}\int\frac{dv}{1+v^2}=\pi\,\mathrm{sign}(s).$$
The theorem states both integrability and this value. Its last lines treat negative and positive $s$ separately.

```lean
/-- The difference of two simple poles, neither at zero frequency, is absolutely integrable. -/
lemma integrable_level_sub {s t : ℝ} (hs : s ≠ 0) (ht : t ≠ 0) :
    Integrable (fun w : ℝ => level s w - level t w) := by
  have hc : ∀ {r : ℝ}, r ≠ 0 → Continuous (fun w : ℝ => level r w) := fun {r} hr =>
    Continuous.inv₀ (by fun_prop) (level_ne hr)
  have hn : ∀ {r : ℝ}, r ≠ 0 → ∀ w, ‖level r w‖ ^ 2 = r⁻¹ * (r / (r ^ 2 + w ^ 2)) := by
    intro r hr w
    rw [Complex.sq_norm, level, map_inv₀, normSq_level, div_eq_mul_inv,
      inv_mul_cancel_left₀ hr]
  -- the difference of two poles is bounded by a sum of two Lorentzians
  refine Integrable.mono' ((((lorentzian hs).1.const_mul s⁻¹).add
    ((lorentzian ht).1.const_mul t⁻¹)).const_mul ‖(t : ℂ) - s‖)
    ((hc hs).sub (hc ht)).aestronglyMeasurable (Filter.Eventually.of_forall fun w => ?_)
  have e : level s w - level t w = ((t : ℂ) - s) * (level s w * level t w) := by
    unfold level
    rw [inv_sub_inv (level_ne hs w) (level_ne ht w), div_eq_mul_inv, mul_inv]
    ring
  simp only [Pi.add_apply]
  rw [e, norm_mul, norm_mul, ← hn hs w, ← hn ht w]
  refine mul_le_mul_of_nonneg_left ?_ (norm_nonneg _)
  nlinarith [sq_nonneg (‖level s w‖ - ‖level t w‖), sq_nonneg ‖level s w‖,
    sq_nonneg ‖level t w‖]
```

A difference of poles decays faster than either pole alone:
$$|L_s-L_t|=|t-s|\,|L_s|\,|L_t|\le|t-s|\left(|L_s|^2+|L_t|^2\right).$$
The right-hand side is integrable because $|L_s|^2=1/(s^2+w^2)$. `Integrable.mono'` is the comparison test.

```lean
/-- The Luttinger integrand is absolutely integrable if no pole lies at zero frequency. -/
theorem integrable_integrand {U a : ℝ} (ha : a ≠ 0) (h1 : a - U / 2 ≠ 0) (h2 : a + U / 2 ≠ 0) :
    Integrable (fun w : ℝ => green U a (I * w) * deriv (selfEnergy U a) (I * w)) := by
  refine (((integrable_level_sub ha h1).add (integrable_level_sub ha h2)).div_const 2).congr
    (Filter.Eventually.of_forall fun w => ?_)
  simp only [Pi.add_apply]
  rw [integrand_eq ha h1 h2]
  ring
```

The integrand is half the sum of $L_a-L_{a-U/2}$ and $L_a-L_{a+U/2}$, so it is absolutely integrable.

Do not split it into three separate complex integrals. Each pole falls off only as $1/w$ and is not absolutely integrable; Lean assigns such an integral the value 0, and the sum would come out as 0, whereas inside the gap the integral is $\pi\,\mathrm{sign}(a)$. Take real and imaginary parts first.

```lean
/-- The integral of the mean of two Lorentzians with nonzero parameters. -/
lemma integral_pair {s t : ℝ} (hs : s ≠ 0) (ht : t ≠ 0) :
    ∫ w : ℝ, (s / (s ^ 2 + w ^ 2) + t / (t ^ 2 + w ^ 2)) / 2
      = Real.pi * (Real.sign s + Real.sign t) / 2 := by
  rw [integral_div, integral_add (lorentzian hs).1 (lorentzian ht).1, (lorentzian hs).2,
    (lorentzian ht).2]
  ring
```

For two Lorentzians with nonzero parameters $s$ and $t$, the integral of their mean is $\pi(\mathrm{sign}\,s+\mathrm{sign}\,t)/2$.

## The Luttinger integral as a sum of signs

```lean
/-- The Luttinger integral for any chemical potential at which no pole of the self-energy or
of the Green function lies at zero frequency. -/
theorem luttingerIntegral_eq {U a : ℝ} (ha : a ≠ 0) (h1 : a - U / 2 ≠ 0) (h2 : a + U / 2 ≠ 0) :
    luttingerIntegral U a = ((Real.sign a / 2
      - (Real.sign (a - U / 2) + Real.sign (a + U / 2)) / 4 : ℝ) : ℂ) := by
  have hF := integrable_integrand ha h1 h2
  unfold luttingerIntegral
  simp only [integrand_eq ha h1 h2] at hF ⊢
  have hre := Complex.reCLM.integral_comp_comm hF
  have him := Complex.imCLM.integral_comp_comm hF
  simp only [Complex.reCLM_apply, Complex.imCLM_apply, Complex.sub_re, Complex.add_re,
    Complex.sub_im, Complex.add_im, Complex.div_ofNat_re, Complex.div_ofNat_im,
    level_re, level_im] at hre him
  -- the real part is a sum of Lorentzians
  have hp : Integrable (fun w : ℝ => ((a - U / 2) / ((a - U / 2) ^ 2 + w ^ 2)
      + (a + U / 2) / ((a + U / 2) ^ 2 + w ^ 2)) / 2) :=
    ((lorentzian h1).1.add (lorentzian h2).1).div_const 2
  rw [integral_sub (lorentzian ha).1 hp, integral_pair h1 h2, (lorentzian ha).2] at hre
  -- the imaginary part is odd in the frequency
  have hodd : ∀ f : ℝ → ℝ, (∀ w, f (-w) = -f w) → ∫ w, f w = 0 := by
    intro f hf
    have h := integral_neg_eq_self f volume
    simp only [hf, integral_neg] at h
    linarith
  have hI : ∫ w : ℝ, (level a w - (level (a - U / 2) w + level (a + U / 2) w) / 2)
      = ((Real.pi * Real.sign a
        - Real.pi * (Real.sign (a - U / 2) + Real.sign (a + U / 2)) / 2 : ℝ) : ℂ) := by
    apply Complex.ext
    · rw [Complex.ofReal_re]
      exact hre.symm
    · rw [Complex.ofReal_im]
      exact him.symm.trans (hodd _ fun w => by ring)
  have hpi : (Real.pi : ℂ) ≠ 0 := Complex.ofReal_ne_zero.2 Real.pi_ne_zero
  rw [hI]
  push_cast
  field
```

The real part of the integrand is a combination of three Lorentzians; the imaginary part is odd and integrates to zero. Dividing by $2\pi$ gives
$$\frac{\mathrm{sign}(a)}2-\frac{\mathrm{sign}(a-U/2)+\mathrm{sign}(a+U/2)}4.$$
In the proof, `hre` and `him` carry the real and imaginary parts through the integral, `hodd` disposes of odd functions by $w\to-w$, and `Complex.ext` joins the two parts again. The notation `( … : ℝ) : ℂ` marks a real number regarded as complex, so the equation also says that the imaginary part vanishes.

The hypotheses keep all three poles away from zero frequency. For $U>0$ and $|a|>U/2$ the three signs agree and the formula gives zero. That is a property of the function $G$: the ground state of the atom is then empty or doubly occupied, and its Green function has a single pole.

```lean
/-- Inside the Mott gap and for `a ≠ 0`, the Luttinger integral of the Hubbard atom is `sign(a)/2`.
-/
theorem luttingerIntegral_gap {U a : ℝ} (ha : a ≠ 0) (hU : |a| < U / 2) :
    luttingerIntegral U a = ((Real.sign a / 2 : ℝ) : ℂ) := by
  obtain ⟨hl, hr⟩ := abs_lt.1 hU
  have h1 : a - U / 2 < 0 := by linarith
  have h2 : 0 < a + U / 2 := by linarith
  rw [luttingerIntegral_eq ha h1.ne h2.ne', Real.sign_of_neg h1, Real.sign_of_pos h2]
  norm_num
```

Inside the gap, $a-U/2<0<a+U/2$. The two Hubbard signs cancel, leaving $\mathrm{sign}(a)/2$. The hypothesis `|a| < U / 2` already forces $U>0$, and `linarith` derives the two inequalities from it.

## Half an electron per spin

```lean
/-- Inside the Mott gap the filling per spin is one half. -/
theorem filling_gap {U a : ℝ} (hU : |a| < U / 2) : filling U a = 1 / 2 := by
  obtain ⟨hl, hr⟩ := abs_lt.1 hU
  have h1 : a - U / 2 < 0 := by linarith
  have h2 : 0 < a + U / 2 := by linarith
  unfold filling
  simp only [green_eq h1.ne h2.ne', Complex.div_ofNat_re, Complex.add_re, level_re]
  rw [integral_pair h1.ne h2.ne', Real.sign_of_neg h1, Real.sign_of_pos h2]
  norm_num
```

The same cancellation removes the integral from the filling, leaving $\frac12$. Here $a=0$ is allowed.

```lean
/-- Failure of Luttinger's theorem: inside the gap and for `a ≠ 0`, the filling differs from the
Luttinger count, and the difference is the Luttinger integral. -/
theorem luttinger_violation {U a : ℝ} (ha : a ≠ 0) (hU : |a| < U / 2) :
    filling U a ≠ luttingerCount U a ∧
      ((filling U a - luttingerCount U a : ℝ) : ℂ) = luttingerIntegral U a := by
  obtain ⟨hl, hr⟩ := abs_lt.1 hU
  have hD : a ^ 2 - U ^ 2 / 4 < 0 := by nlinarith
  have hG : (green U a 0).re = a / (a ^ 2 - U ^ 2 / 4) := by
    have h : green U a 0 = ((a / (a ^ 2 - U ^ 2 / 4) : ℝ) : ℂ) := by
      unfold green
      push_cast
      rw [zero_add]
    rw [h, Complex.ofReal_re]
  rw [luttingerIntegral_gap ha hU, filling_gap hU, luttingerCount, hG]
  rcases lt_or_gt_of_ne ha with h | h
  · rw [if_pos (div_pos_of_neg_of_neg h hD), Real.sign_of_neg h]
    norm_num
  · rw [if_neg (not_lt_of_ge (div_neg_of_pos_of_neg h hD).le), Real.sign_of_pos h]
    norm_num

end

end HubbardAtomLuttinger
```

At zero frequency $G(0)=a/(a^2-U^2/4)$, and the denominator is negative in the gap. So $G(0)$ has the sign opposite to $a$:

- For $a>0$ the count is 0, and filling minus count is $+\frac12$.
- For $a<0$ the count is 1, and filling minus count is $-\frac12$.

In both cases the difference is $\mathrm{sign}(a)/2$, the Luttinger integral. The symbol `∧` means "and": the theorem says that the two counts differ and that the integral is exactly their difference. Its proof inserts the values already found and checks the two signs of $a$.

```lean
#print axioms HubbardAtomLuttinger.dyson
#print axioms HubbardAtomLuttinger.luttingerIntegral_gap
#print axioms HubbardAtomLuttinger.luttinger_violation
```

```
'HubbardAtomLuttinger.dyson' depends on axioms: [propext, Classical.choice, Quot.sound]
'HubbardAtomLuttinger.luttingerIntegral_gap' depends on axioms: [propext, Classical.choice, Quot.sound]
'HubbardAtomLuttinger.luttinger_violation' depends on axioms: [propext, Classical.choice, Quot.sound]
```
